# For a Nonzero Step, the Good Broyden Update Is the Unique Closest Secant Matrix in the Frobenius Norm

Let B be a real matrix, s a nonzero real vector and y a real vector such that the equation C s = y makes sense for matrices C of the same shape as B. Put

B₊ = B + (y − B s) sᵀ / (sᵀ s).

Then B₊ s = y, and every real matrix C with C s = y satisfies

F(C − B)² = F(B₊ − B)² + F(C − B₊)²,

where F(A)² = Σᵢ Σⱼ Aᵢⱼ² is the squared Frobenius norm. Consequently B₊ is the one matrix closest to B among all those that satisfy C s = y.

In a quasi-Newton method, B approximates the Jacobian of a residual, s is the last step in the variables, and y is the change of the residual observed along that step. The condition C s = y is the secant equation, and a matrix that satisfies it is called a secant matrix. Broyden mixing in self-consistent-field calculations uses updates of this kind. The result here concerns a single update from a single pair (s, y), with B approximating the Jacobian itself and not its inverse.

## Derivation by orthogonality

Write e = y − B s for the secant error, the part of the observed change that B failed to predict, and q = sᵀ s, which is positive because s ≠ 0. The update has entries

(B₊)ᵢⱼ = Bᵢⱼ + eᵢ sⱼ / q.

Multiplying by a vector v and summing over j gives

B₊ v = B v + e (sᵀ v) / q.

For v = s the last factor is q / q = 1, so B₊ s = B s + e = y. For v orthogonal to s the second term vanishes and B₊ v = B v: the update leaves B alone in the directions that the step did not probe.

Now let D be any matrix with D s = 0. Its Frobenius inner product with the correction B₊ − B is

Σᵢ Σⱼ (eᵢ sⱼ / q) Dᵢⱼ = Σᵢ (eᵢ / q) (D s)ᵢ = 0.

If C is a secant matrix, then D = C − B₊ is of this type, since (C − B₊) s = y − y = 0. Split the difference as

C − B = (B₊ − B) + (C − B₊)

and expand the square entry by entry. The cross term is twice the inner product above, so it vanishes, and the Pythagorean identity remains.

The identity gives F(C − B)² ≥ F(B₊ − B)², with equality exactly when F(C − B₊)² = 0. A sum of squares is zero only if every term is, so equality means C = B₊.

The size of the correction follows from its entries:

F(B₊ − B)² = Σᵢ Σⱼ eᵢ² sⱼ² / q² = (eᵀ e) / q.

Finally, suppose the residual is linear with exact Jacobian J, so that y = J s. Then J is itself a secant matrix, and the identity with C = J reads

F(J − B₊)² = F(J − B)² − F(B₊ − B)².

If B s ≠ J s, then e ≠ 0, the subtracted term is positive, and the update brings B strictly closer to J.

## The update and its action on vectors

In the formal development `m` and `n` are the index types of rows and columns. They may differ in size, so the square Jacobian is a special case.

In Lean 4 with Mathlib:

```lean
import Mathlib

open Matrix

namespace BroydenLeastChange

noncomputable section

variable {m n : Type*} [Fintype n]
```

The update is defined by its explicit formula. Here `s ⬝ᵥ s` is sᵀ s, `B *ᵥ s` is the product B s, and `vecMulVec` forms the outer product of two vectors. Neither the secant equation nor any minimality is part of the definition; both have to be proved.

```lean
/-- The good Broyden update `B + (y - B s) sᵀ / (sᵀ s)` of an approximate Jacobian `B`,
for a nonzero step `s` and an observed change `y` of the residual. -/
def broyden (B : Matrix m n ℝ) (s : n → ℝ) (y : m → ℝ) : Matrix m n ℝ :=
  B + (s ⬝ᵥ s)⁻¹ • vecMulVec (y - B *ᵥ s) s
```

The first lemma unfolds this formula into the entries (B₊)ᵢⱼ found above.

```lean
/-- The entries of the good Broyden update: each row of `B` is shifted along `s`. -/
theorem broyden_apply (B : Matrix m n ℝ) (s : n → ℝ) (y : m → ℝ) (i : m) (j : n) :
    broyden B s y i j = B i j + (y i - (B *ᵥ s) i) / (s ⬝ᵥ s) * s j := by
  simp only [broyden, Matrix.add_apply, Matrix.smul_apply, vecMulVec_apply, Pi.sub_apply,
    smul_eq_mul]
  ring
```

The second computes component i of B₊ v. The proof writes both sides as sums over j, pulls the constant factor eᵢ / q inside, and compares the summands, where `broyden_apply` supplies the entry and `ring` does the algebra.

```lean
/-- The updated Jacobian acts on a vector `v` as `B` does, plus a multiple of the secant
error `y - B s` proportional to the overlap of `v` with the step `s`. -/
theorem broyden_mulVec_apply (B : Matrix m n ℝ) (s v : n → ℝ) (y : m → ℝ) (i : m) :
    (broyden B s y *ᵥ v) i
      = (B *ᵥ v) i + (y i - (B *ᵥ s) i) / (s ⬝ᵥ s) * (s ⬝ᵥ v) := by
  change ∑ j, broyden B s y i j * v j
    = ∑ j, B i j * v j + (y i - (B *ᵥ s) i) / (s ⬝ᵥ s) * ∑ j, s j * v j
  rw [Finset.mul_sum, ← Finset.sum_add_distrib]
  refine Finset.sum_congr rfl fun j _ => ?_
  rw [broyden_apply]
  ring
```

Setting v = s gives the secant equation. The hypothesis `hs : s ≠ 0` enters through `hq`, which says that sᵀ s ≠ 0 and so permits the cancellation of q / q. For s = 0 and y ≠ 0 the equation fails, since every matrix sends the zero vector to zero.

```lean
/-- For a nonzero step `s` the good Broyden update satisfies the secant equation
`B₊ s = y`. -/
theorem broyden_secant (B : Matrix m n ℝ) {s : n → ℝ} (y : m → ℝ) (hs : s ≠ 0) :
    broyden B s y *ᵥ s = y := by
  have hq : s ⬝ᵥ s ≠ 0 := fun h => hs (dotProduct_self_eq_zero.mp h)
  ext i
  rw [broyden_mulVec_apply, div_mul_cancel₀ _ hq]
  ring
```

## The Frobenius norm and the orthogonal correction

The function `frobSq` is F², the sum of the squared entries. Minimising it is the same as minimising F. All entries carry equal weight, so a rescaling of the variables can change which secant matrix counts as closest.

```lean
variable [Fintype m]

/-- The squared Frobenius norm of a real matrix, the sum of its squared entries. -/
def frobSq (A : Matrix m n ℝ) : ℝ := ∑ i, ∑ j, A i j ^ 2
```

The next lemma records that F² is nonnegative and vanishes only for the zero matrix. `Finset.sum_eq_zero_iff_of_nonneg` is applied twice: first to conclude that each row sum is zero, then that each squared entry is.

```lean
/-- The squared Frobenius norm is nonnegative, and it vanishes only for the zero matrix. -/
theorem frobSq_definite (A : Matrix m n ℝ) : 0 ≤ frobSq A ∧ (frobSq A = 0 → A = 0) := by
  refine ⟨Finset.sum_nonneg fun i _ => Finset.sum_nonneg fun j _ => sq_nonneg _, fun h => ?_⟩
  unfold frobSq at h
  ext i j
  have h1 := (Finset.sum_eq_zero_iff_of_nonneg
    (fun i _ => Finset.sum_nonneg fun j _ => sq_nonneg (A i j))).mp h i (Finset.mem_univ i)
  have h2 := (Finset.sum_eq_zero_iff_of_nonneg
    (fun j _ => sq_nonneg (A i j))).mp h1 j (Finset.mem_univ j)
  exact (pow_eq_zero_iff two_ne_zero).mp h2
```

The orthogonality of the correction to every D with D s = 0 is proved row by row. In row i the factor eᵢ / q comes out of the sum, and what is left is (D s)ᵢ, which is zero by `hD`.

```lean
/-- The Broyden correction `B₊ - B` is orthogonal, in the Frobenius inner product, to every
matrix `D` that annihilates the step `s`. -/
theorem correction_orthogonal (B D : Matrix m n ℝ) (s : n → ℝ) (y : m → ℝ)
    (hD : D *ᵥ s = 0) : ∑ i, ∑ j, (broyden B s y - B) i j * D i j = 0 := by
  refine Finset.sum_eq_zero fun i _ => ?_
  have h : ∑ j, D i j * s j = 0 := congrFun hD i
  calc ∑ j, (broyden B s y - B) i j * D i j
      = (y i - (B *ᵥ s) i) / (s ⬝ᵥ s) * ∑ j, D i j * s j := by
        rw [Finset.mul_sum]
        refine Finset.sum_congr rfl fun j _ => ?_
        rw [Matrix.sub_apply, broyden_apply]
        ring
    _ = 0 := by rw [h, mul_zero]
```

## The Pythagorean identity and the unique minimiser

The main theorem joins two statements: B₊ is a secant matrix, and every secant matrix `C` obeys the identity. Within the proof, `hD` is (C − B₊) s = 0, `hx` is the resulting orthogonality, and `expand` is the expanded square with its cross term still present. Rewriting with `hx` removes that term.

```lean
/-- For a nonzero step `s`, the good Broyden update `B₊` is a secant matrix, and every
secant matrix `C` obeys the Pythagorean identity `‖C - B‖² = ‖B₊ - B‖² + ‖C - B₊‖²` in the
Frobenius norm. -/
theorem broyden_pythagoras (B : Matrix m n ℝ) {s : n → ℝ} (y : m → ℝ) (hs : s ≠ 0) :
    broyden B s y *ᵥ s = y ∧ ∀ C : Matrix m n ℝ, C *ᵥ s = y →
      frobSq (C - B) = frobSq (broyden B s y - B) + frobSq (C - broyden B s y) := by
  refine ⟨broyden_secant B y hs, fun C hC => ?_⟩
  -- two secant matrices differ by a matrix that annihilates the step
  have hD : (C - broyden B s y) *ᵥ s = 0 := by
    rw [Matrix.sub_mulVec, hC, broyden_secant B y hs, sub_self]
  have hx := correction_orthogonal B (C - broyden B s y) s y hD
  -- expand the square; the cross term is the inner product just shown to vanish
  have expand : frobSq (C - B) = frobSq (broyden B s y - B) + frobSq (C - broyden B s y)
      + 2 * ∑ i, ∑ j, (broyden B s y - B) i j * (C - broyden B s y) i j := by
    simp only [frobSq, Finset.mul_sum, ← Finset.sum_add_distrib]
    refine Finset.sum_congr rfl fun i _ => Finset.sum_congr rfl fun j _ => ?_
    simp only [Matrix.sub_apply]
    ring
  rw [expand, hx]
  ring
```

The least-change property is stated as an equivalence. The left side says that `C` satisfies the secant equation and is at least as close to `B` as any other secant matrix `D`; the right side says that `C` is the Broyden update. Read from right to left, this shows that a minimiser exists; read from left to right, that there is no other.

For uniqueness, `h1` compares the supposed minimiser with B₊, and `h2` is the Pythagorean identity. Together they force F(C − B₊)² ≤ 0, so C − B₊ is zero by `frobSq_definite`. For existence, the identity for D and the nonnegativity of F(D − B₊)² give the required inequality through `linarith`.

```lean
/-- Least-change property: for a nonzero step `s`, a matrix `C` is a secant matrix closest
to `B` in the Frobenius norm if and only if it is the good Broyden update of `B`. -/
theorem closest_secant_iff (B C : Matrix m n ℝ) {s : n → ℝ} (y : m → ℝ) (hs : s ≠ 0) :
    (C *ᵥ s = y ∧ ∀ D : Matrix m n ℝ, D *ᵥ s = y → frobSq (C - B) ≤ frobSq (D - B))
      ↔ C = broyden B s y := by
  obtain ⟨hsec, hpyth⟩ := broyden_pythagoras B y hs
  constructor
  · rintro ⟨hC, hmin⟩
    have h1 := hmin _ hsec
    have h2 := hpyth C hC
    have h3 := frobSq_definite (C - broyden B s y)
    exact sub_eq_zero.mp (h3.2 (le_antisymm (by linarith) h3.1))
  · rintro rfl
    refine ⟨hsec, fun D hD => ?_⟩
    have h2 := hpyth D hD
    have h3 := (frobSq_definite (D - broyden B s y)).1
    linarith
```

The minimisation runs over all real matrices of the given shape. Symmetry or a sparsity pattern is not imposed on the candidates, and B₊ need not have such a structure even if B does. Nor does the theorem say that a square B₊ is invertible. If it is singular, the linear system B₊ p = −r for the next quasi-Newton step p, with r the current residual, has either no solution or more than one.

## The size of the correction and the error for a linear residual

The formula for the size of the correction is stated without a division, as F(B₊ − B)² · (sᵀ s) = eᵀ e. The step `row` evaluates the squared length of row i of the correction as (eᵢ / q)² q. Multiplying by the remaining q gives eᵢ², and summation over i gives the result. A given secant error therefore causes a larger change in B when the step is short.

```lean
/-- For a nonzero step `s`, the squared Frobenius size of the Broyden correction times
`sᵀ s` equals the squared length of the secant error `y - B s`. -/
theorem correction_size (B : Matrix m n ℝ) {s : n → ℝ} (y : m → ℝ) (hs : s ≠ 0) :
    frobSq (broyden B s y - B) * (s ⬝ᵥ s) = (y - B *ᵥ s) ⬝ᵥ (y - B *ᵥ s) := by
  have hq : s ⬝ᵥ s ≠ 0 := fun h => hs (dotProduct_self_eq_zero.mp h)
  change (∑ i, ∑ j, (broyden B s y - B) i j ^ 2) * (s ⬝ᵥ s)
    = ∑ i, (y - B *ᵥ s) i * (y - B *ᵥ s) i
  rw [Finset.sum_mul]
  refine Finset.sum_congr rfl fun i _ => ?_
  -- each row of the correction is a multiple of the step
  have row : ∑ j, (broyden B s y - B) i j ^ 2
      = ((y i - (B *ᵥ s) i) / (s ⬝ᵥ s)) ^ 2 * (s ⬝ᵥ s) := by
    change _ = ((y i - (B *ᵥ s) i) / (s ⬝ᵥ s)) ^ 2 * ∑ j, s j * s j
    rw [Finset.mul_sum]
    refine Finset.sum_congr rfl fun j _ => ?_
    rw [Matrix.sub_apply, broyden_apply]
    ring
  have e := div_mul_cancel₀ (y i - (B *ᵥ s) i) hq
  rw [row, Pi.sub_apply]
  calc ((y i - (B *ᵥ s) i) / (s ⬝ᵥ s)) ^ 2 * (s ⬝ᵥ s) * (s ⬝ᵥ s)
      = ((y i - (B *ᵥ s) i) / (s ⬝ᵥ s) * (s ⬝ᵥ s))
        * ((y i - (B *ᵥ s) i) / (s ⬝ᵥ s) * (s ⬝ᵥ s)) := by ring
    _ = (y i - (B *ᵥ s) i) * (y i - (B *ᵥ s) i) := by rw [e]
```

The last theorem takes a fixed matrix `J` as the exact Jacobian and uses the data y = J s, which is the situation of a linear residual observed without noise. It needs no separate assumption that s is nonzero: if s were zero, J s and B s would both vanish, contrary to `h`.

The proof applies the Pythagorean identity to C = J. In `h3` the correction is shown to be nonzero: if it vanished, B₊ would equal B, and the secant equation would give B s = J s. The strict inequality then follows by `linarith`. It compares the error before and after one update, and makes no statement about the convergence of a sequence of updates.

```lean
/-- For a linear residual with exact Jacobian `J`, a Broyden update with data `y = J s`
strictly reduces the Frobenius error of `B` whenever `B` mispredicts the step, `J s ≠ B s`. -/
theorem error_decreases (B J : Matrix m n ℝ) (s : n → ℝ) (h : J *ᵥ s ≠ B *ᵥ s) :
    frobSq (J - broyden B s (J *ᵥ s)) < frobSq (J - B) := by
  have hs : s ≠ 0 := by
    rintro rfl
    exact h (by rw [Matrix.mulVec_zero, Matrix.mulVec_zero])
  obtain ⟨hsec, hpyth⟩ := broyden_pythagoras B (J *ᵥ s) hs
  have h1 := hpyth J rfl
  have h2 := frobSq_definite (broyden B s (J *ᵥ s) - B)
  -- a vanishing correction would mean that `B` already predicted the step
  have h3 : frobSq (broyden B s (J *ᵥ s) - B) ≠ 0 := by
    intro h0
    have hB := sub_eq_zero.mp (h2.2 h0)
    rw [hB] at hsec
    exact h hsec.symm
  have h4 := lt_of_le_of_ne h2.1 (Ne.symm h3)
  linarith

end

end BroydenLeastChange
```

```lean
#print axioms BroydenLeastChange.closest_secant_iff
-- 'BroydenLeastChange.closest_secant_iff' depends on axioms: [propext, Classical.choice, Quot.sound]
#print axioms BroydenLeastChange.correction_size
-- 'BroydenLeastChange.correction_size' depends on axioms: [propext, Classical.choice, Quot.sound]
#print axioms BroydenLeastChange.error_decreases
-- 'BroydenLeastChange.error_decreases' depends on axioms: [propext, Classical.choice, Quot.sound]
```
